# A normalised C¹ envelope of compact support gives a sliding state with total Berry curvature −2π

Let $f:\mathbb R\to\mathbb C$ be continuously differentiable, with compact support, and let $\sum_{n\in\mathbb Z}|f(k+n)|^2=1$ for every real $k$. The state with amplitudes

$$u_n(k,\varphi)=e^{-in\varphi}f(k+n)$$

has the Berry curvature

$$-2\,\mathrm{Im}\langle\partial_k u,\partial_\varphi u\rangle=\frac{d}{dk}\sum_n n|f(k+n)|^2 .$$

Its integral over $0\le k\le1$ is $-1$ at each fixed $\varphi$, and its integral over the cell $0\le k\le1$, $0\le\varphi\le2\pi$ is $-2\pi$.

One physical reading is a crystal in one dimension with lattice period $2\pi$. The number $n$ labels the plane wave $e^{inx}$ in the cell-periodic part of a Bloch state, $k$ is the crystal momentum in units of the reciprocal lattice vector, and $f(k+n)$ is the plane-wave coefficient. Displacing the potential by $\varphi$ replaces $u(x)$ by $u(x-\varphi)$, which multiplies coefficient $n$ by $e^{-in\varphi}$. The code calls $n$ a site, and the text below keeps that word.

For a filled band of non-interacting particles, separated from the other bands by a gap, the integral is the topological quantity associated with quantised transport in an adiabatic pump. The code contains no Hamiltonian, gap or time evolution, so the transported charge belongs to the interpretation.

## The state and its curvature

```lean
import Mathlib

open scoped ComplexConjugate Real

namespace SlidingPotentialPump

noncomputable section

/-- The amplitude on site `n` of the sliding state with envelope `f`,
`uₙ(k, φ) = exp(-i n φ) f(k + n)`. -/
def slidingState (f : ℝ → ℂ) (k φ : ℝ) (n : ℤ) : ℂ :=
  Complex.exp (-Complex.I * n * φ) * f (k + n)
```

`slidingState f k φ n` is $u_n(k,\varphi)$. The arguments are supplied one after another: with `f`, `k` and `φ` given, what remains is a function from the integers to the complex numbers, which is the state. The sites form the whole of $\mathbb Z$, with no truncation or periodic boundary.

```lean
/-- The overlap `⟨a, b⟩` of two families of site amplitudes. -/
def overlap (a b : ℤ → ℂ) : ℂ := ∑' n, conj (a n) * b n
```

This is the inner product

$$\langle a,b\rangle=\sum_{n\in\mathbb Z}a_n^*\,b_n ,$$

conjugate-linear in the first argument, as in Dirac notation. The symbol `∑'` denotes an infinite sum. Lean assigns the value zero to a series of complex numbers that does not converge absolutely, but in the theorems below only finitely many terms are nonzero.

```lean
/-- The expression `-2 Im ⟨∂ₖu, ∂_φ u⟩` for a two-parameter family of site amplitudes, with the
derivatives taken site by site. For normalised states it is the Berry curvature. -/
def berryCurvature (u : ℝ → ℝ → ℤ → ℂ) (k φ : ℝ) : ℝ :=
  -2 * (overlap (fun n => deriv (fun q => u q φ n) k)
    (fun n => deriv (fun θ => u k θ n) φ)).im
```

The curvature takes any two-parameter family `u` and evaluates

$$\Omega(k,\varphi)=-2\,\mathrm{Im}\sum_n(\partial_k u_n)^*\,\partial_\varphi u_n .$$

In `fun q => u q φ n`, the variable `q` stands for the moving value of $k$ while $\varphi$ and $n$ stay fixed, and `deriv` differentiates at $k$. The second argument of the overlap does the same for $\varphi$. The sign is that of $\partial_kA_\varphi-\partial_\varphi A_k$ with the Berry connection $A_j=i\langle u,\partial_j u\rangle$. This formula is the Berry curvature for normalised states, and the condition on $\sum_n|f(k+n)|^2$ provides that normalisation, since the phases have modulus one.

```lean
/-- The sum `∑ₙ n |f(k + n)|²`, which is the mean site index when `∑ₙ |f(k + n)|² = 1`. -/
def meanSite (f : ℝ → ℂ) (k : ℝ) : ℝ := ∑' n : ℤ, (n : ℝ) * ‖f (k + n)‖ ^ 2
```

Write $M(k)=\sum_n n|f(k+n)|^2$ for this quantity. For a normalised state it is the expectation value of $n$. It does not depend on $\varphi$, because the phases disappear from $|u_n|^2$.

## Phases and occupied sites

```lean
variable {f : ℝ → ℂ}

/-- The phase factor `exp(-i n φ)` has unit modulus. -/
theorem phase_unit (n : ℤ) (φ : ℝ) :
    conj (Complex.exp (-Complex.I * n * φ)) * Complex.exp (-Complex.I * n * φ) = 1 := by
  rw [← Complex.exp_conj, ← Complex.exp_add]
  simp
```

The line with `variable` lets the later theorems speak of an arbitrary envelope $f$. The theorem says

$$\left(e^{-in\varphi}\right)^*e^{-in\varphi}=1 .$$

By hand, the conjugate is $e^{in\varphi}$ and the exponents add to zero. In Lean, the first rewriting step moves the conjugation into the exponent, the second combines the exponentials, and `simp` finds that the resulting exponent is zero.

```lean
/-- For an envelope of compact support, one finite set of sites carries the state
for all `k` with `|k| ≤ R`. -/
theorem finite_sites (hc : HasCompactSupport f) (R : ℝ) :
    ∃ s : Finset ℤ, ∀ k : ℝ, |k| ≤ R → ∀ n ∉ s, f (k + n) = 0 := by
  obtain ⟨B, hB⟩ := hc.isCompact.isBounded.subset_closedBall (0 : ℝ)
  refine ⟨Finset.Icc ⌊-(B + R)⌋ ⌈B + R⌉, fun k hk n hn => ?_⟩
  by_contra h
  apply hn
  have hx := hB (subset_tsupport f h)
  rw [Metric.mem_closedBall, Real.dist_eq, sub_zero, abs_le] at hx
  rw [abs_le] at hk
  rw [Finset.mem_Icc]
  constructor
  · exact (Int.cast_le (R := ℝ)).mp ((Int.floor_le _).trans (by linarith [hx.1, hk.2]))
  · exact (Int.cast_le (R := ℝ)).mp
      ((by linarith [hx.2, hk.1] : (n : ℝ) ≤ B + R).trans (Int.le_ceil _))
```

In words: for each bound $R$ there is a finite set $s$ of sites such that $f(k+n)=0$ whenever $|k|\le R$ and $n\notin s$. The same set serves for all these $k$.

Compact support gives a number $B$ with $|x|\le B$ wherever $f(x)\ne0$. If $f(k+n)\ne0$ and $|k|\le R$, then

$$-(B+R)\le n\le B+R .$$

The set $s$ consists of the integers from $\lfloor-(B+R)\rfloor$ to $\lceil B+R\rceil$. Lean argues by contradiction: it assumes a nonzero amplitude outside $s$ and derives these two inequalities, which place $n$ inside $s$.

Physically, compact support means that plane waves beyond some largest momentum are absent. It is an idealisation, because eigenstates of an ordinary periodic potential generally have small components at arbitrarily large $|n|$.

## The curvature as a finite sum

```lean
/-- For a differentiable envelope that vanishes at `k + n` for all sites `n` outside a finite set,
`berryCurvature` of the sliding state is the sum over that set of `2 n Re(f'(k + n)* f(k + n))`. -/
theorem curvature_eq_sum (hf : Differentiable ℝ f) {k : ℝ} (φ : ℝ) {s : Finset ℤ}
    (hs : ∀ n ∉ s, f (k + n) = 0) :
    berryCurvature (slidingState f) k φ
      = ∑ n ∈ s, (n : ℝ) * (2 * (conj (deriv f (k + n)) * f (k + n)).re) := by
  -- the phases cancel, and the derivative in `φ` brings down `-i n`
  have term : ∀ n : ℤ, conj (deriv (fun q => slidingState f q φ n) k)
      * deriv (fun θ => slidingState f k θ n) φ
      = -Complex.I * n * (conj (deriv f (k + n)) * f (k + n)) := by
    intro n
    have h1 : HasDerivAt (fun q => slidingState f q φ n)
        (Complex.exp (-Complex.I * n * φ) * deriv f (k + n)) k :=
      ((hf (k + n)).hasDerivAt.comp_add_const k (n : ℝ)).const_mul _
    have h0 : HasDerivAt (fun θ : ℝ => (θ : ℂ)) 1 φ :=
      (hasDerivAt_id φ).ofReal_comp.congr_deriv Complex.ofReal_one
    have h2 : HasDerivAt (fun θ => slidingState f k θ n)
        (Complex.exp (-Complex.I * n * φ) * (-Complex.I * n * 1) * f (k + n)) φ :=
      ((h0.const_mul (-Complex.I * n)).cexp).mul_const _
    rw [h1.deriv, h2.deriv, map_mul]
    linear_combination
      (-Complex.I * n * (conj (deriv f (k + n)) * f (k + n))) * phase_unit n φ
  have him : ∀ (n : ℤ) (z : ℂ), (-Complex.I * n * z).im = -((n : ℝ) * z.re) := by
    intro n z
    simp
  unfold berryCurvature overlap
  simp only [term]
  rw [tsum_eq_sum (s := s)]
  · rw [Complex.im_sum, Finset.mul_sum]
    refine Finset.sum_congr rfl fun n _ => ?_
    rw [him]
    ring
  · intro n hn
    simp [hs n hn]
```

The hypothesis `hf` says that $f$ is differentiable as a function of a real variable, and `hs` says that all occupied sites at this $k$ lie in $s$. The conclusion is

$$\Omega(k,\varphi)=\sum_{n\in s}2n\,\mathrm{Re}\!\left[f'(k+n)^*f(k+n)\right].$$

The derivatives are

$$\partial_ku_n=e^{-in\varphi}f'(k+n),\qquad
\partial_\varphi u_n=-in\,e^{-in\varphi}f(k+n).$$

In the product $(\partial_ku_n)^*\partial_\varphi u_n$ the phases cancel, leaving $-in\,f'(k+n)^*f(k+n)$. For any complex $z$ one has $\mathrm{Im}(-inz)=-n\,\mathrm{Re}\,z$, and the prefactor $-2$ turns this into $+2n\,\mathrm{Re}\,z$. Summing over the occupied sites gives the result.

In the proof, `h1` and `h2` are the two derivatives, and `term` is the product after cancellation. The command `linear_combination` obtains it from `phase_unit` by algebra. The statement `him` is the rule for the imaginary part, and `tsum_eq_sum` replaces the infinite sum by the sum over $s$.

```lean
/-- For a differentiable envelope of compact support, `berryCurvature` of the sliding state is the
`k`-derivative of `meanSite`. -/
theorem hasDerivAt_meanSite (hf : Differentiable ℝ f) (hc : HasCompactSupport f) (k φ : ℝ) :
    HasDerivAt (meanSite f) (berryCurvature (slidingState f) k φ) k := by
  obtain ⟨s, hs⟩ := finite_sites hc (|k| + 1)
  rw [curvature_eq_sum hf φ (hs k (by linarith))]
  have h : HasDerivAt (fun q => ∑ n ∈ s, (n : ℝ) * ‖f (q + n)‖ ^ 2)
      (∑ n ∈ s, (n : ℝ) * (2 * (conj (deriv f (k + n)) * f (k + n)).re)) k := by
    refine HasDerivAt.fun_sum fun n _ => HasDerivAt.const_mul _ ?_
    refine ((hf (k + n)).hasDerivAt.comp_add_const k (n : ℝ)).norm_sq.congr_deriv ?_
    simp only [Complex.inner, Complex.mul_re, Complex.conj_re, Complex.conj_im]
    ring
  -- near `k` the series is this finite sum
  refine h.congr_of_eventuallyEq ?_
  filter_upwards [Metric.ball_mem_nhds k one_pos] with q hq
  rw [Metric.mem_ball, Real.dist_eq] at hq
  have hq' : |q| ≤ |k| + 1 := by linarith [abs_sub_abs_le_abs_sub q k]
  exact tsum_eq_sum fun n hn => by simp [hs q hq' n hn]
```

`HasDerivAt g a k` means that the function $g$ is differentiable at $k$ with derivative $a$. The theorem therefore reads

$$\frac{dM}{dk}(k)=\Omega(k,\varphi)$$

for every $k$ and every $\varphi$. Normalisation plays no part in this identity.

By hand, the product rule gives

$$\frac{d}{dk}|f(k+n)|^2=2\,\mathrm{Re}\!\left[f'(k+n)^*f(k+n)\right].$$

Multiplying by $n$ and summing reproduces the expression for $\Omega$ found above. The series can be differentiated term by term if one finite set of sites works throughout a neighbourhood of $k$. Every $q$ with $|q-k|<1$ satisfies $|q|\le|k|+1$, so `finite_sites` with $R=|k|+1$ supplies it.

Lean follows the same order. It first rewrites the curvature as a finite sum, then proves in `h` that the finite sum for $M$ has this derivative. The last lines show that $M$ agrees with the finite sum near $k$, which is enough to transfer the derivative.

## One unit of momentum lowers the mean index by one

```lean
/-- For a normalised envelope of compact support, the mean site index drops by one
when `k` grows by one. -/
theorem meanSite_add_one (hc : HasCompactSupport f) (k : ℝ)
    (hn : ∑' n : ℤ, ‖f (k + n)‖ ^ 2 = 1) : meanSite f (k + 1) = meanSite f k - 1 := by
  obtain ⟨s, hs⟩ := finite_sites hc |k|
  have hz := hs k le_rfl
  -- relabel the sites by `n ↦ n + 1`
  have h0 : meanSite f (k + 1) = ∑' n : ℤ, ((n : ℝ) - 1) * ‖f (k + n)‖ ^ 2 := by
    rw [← (Equiv.addRight (1 : ℤ)).tsum_eq (fun n : ℤ => ((n : ℝ) - 1) * ‖f (k + n)‖ ^ 2)]
    refine tsum_congr fun n => ?_
    have e : k + ((n + 1 : ℤ) : ℝ) = k + 1 + n := by
      push_cast
      ring
    rw [Equiv.coe_addRight, e]
    push_cast
    ring
  have h1 : ∑' n : ℤ, ((n : ℝ) - 1) * ‖f (k + n)‖ ^ 2
      = ∑ n ∈ s, ((n : ℝ) - 1) * ‖f (k + n)‖ ^ 2 :=
    tsum_eq_sum fun n h => by simp [hz n h]
  have h2 : meanSite f k = ∑ n ∈ s, (n : ℝ) * ‖f (k + n)‖ ^ 2 :=
    tsum_eq_sum fun n h => by simp [hz n h]
  have h3 : ∑' n : ℤ, ‖f (k + n)‖ ^ 2 = ∑ n ∈ s, ‖f (k + n)‖ ^ 2 :=
    tsum_eq_sum fun n h => by simp [hz n h]
  rw [h0, h1, h2]
  simp only [sub_mul, one_mul, Finset.sum_sub_distrib]
  rw [← h3, hn]
```

This theorem assumes compact support and normalisation at the one value $k$ in question, but no differentiability. It says $M(k+1)=M(k)-1$.

Set $m=n+1$ in the sum:

$$M(k+1)=\sum_n n|f(k+1+n)|^2=\sum_m(m-1)|f(k+m)|^2 .$$

Splitting the bracket gives

$$M(k+1)=\sum_m m|f(k+m)|^2-\sum_m|f(k+m)|^2=M(k)-1 .$$

In Lean, `h0` is the relabelling, carried out with the bijection `Equiv.addRight (1 : ℤ)`, which sends $n$ to $n+1$. The statements `h1`, `h2` and `h3` turn the three series into sums over one finite set, where the bracket can be split without any question of convergence. The last line inserts the normalisation `hn`.

The derivation goes wrong here if one argues that $M$ is a sum over all integers and must therefore have period one in $k$. That holds for $\sum_n|f(k+n)|^2$, where relabelling changes nothing else. In $M$ the weight $n$ changes too, and treating $M$ as periodic would make the integrated curvature zero.

The same relabelling appears in a plane-wave calculation of the Berry phase across the Brillouin zone. The coefficients are computed at $k_0=0,k_1,\dots,k_{N-1}<1$, and one multiplies the overlaps $\langle u(k_j,\varphi),u(k_{j+1},\varphi)\rangle$ of neighbouring states. For the final link, the state at $k=1$ is built from the stored coefficients at $k=0$ by moving them one place, so that entry $n$ becomes $u_{n+1}(0,\varphi)=e^{-i(n+1)\varphi}f(n+1)$. All the other overlaps are independent of $\varphi$, while this last one carries the factor $e^{-i\varphi}$. If the product is nonzero, its phase changes by $-2\pi$ as $\varphi$ runs from $0$ to $2\pi$, in agreement with the integrated curvature.

## Integration over the cell

```lean
/-- For a normalised C¹ envelope of compact support, the curvature integrates to `-1`
over `0 ≤ k ≤ 1` at every fixed `φ`. -/
theorem integral_curvature_k (hf : ContDiff ℝ 1 f) (hc : HasCompactSupport f)
    (hn : ∀ k : ℝ, ∑' n : ℤ, ‖f (k + n)‖ ^ 2 = 1) (φ : ℝ) :
    ∫ k in (0 : ℝ)..1, berryCurvature (slidingState f) k φ = -1 := by
  have hd : Differentiable ℝ f := hf.differentiable (by simp)
  have hd' : Continuous (deriv f) := hf.continuous_deriv (by simp)
  obtain ⟨s, hs⟩ := finite_sites hc 1
  have hcont : Continuous fun k : ℝ =>
      ∑ n ∈ s, (n : ℝ) * (2 * (conj (deriv f (k + n)) * f (k + n)).re) := by
    refine continuous_finsetSum _ fun n _ => ?_
    have ht : Continuous fun k : ℝ => k + (n : ℝ) := continuous_id.add continuous_const
    exact continuous_const.mul (continuous_const.mul (Complex.continuous_re.comp
      ((Complex.continuous_conj.comp (hd'.comp ht)).mul (hd.continuous.comp ht))))
  have hint : IntervalIntegrable (fun k => berryCurvature (slidingState f) k φ)
      MeasureTheory.volume 0 1 := by
    refine (hcont.continuousOn.congr fun k hk => ?_).intervalIntegrable
    rw [Set.uIcc_of_le zero_le_one] at hk
    exact curvature_eq_sum hd φ (hs k (abs_le.mpr ⟨by linarith [hk.1], hk.2⟩))
  -- the integral is the change of the mean site index
  rw [intervalIntegral.integral_eq_sub_of_hasDerivAt
    (fun k _ => hasDerivAt_meanSite hd hc k φ) hint]
  have h := meanSite_add_one hc 0 (hn 0)
  rw [zero_add] at h
  linarith
```

Here `ContDiff ℝ 1 f` says that $f$ is continuously differentiable, and `hn` now requires normalisation at every real $k$. The conclusion holds for each $\varphi$ separately:

$$\int_0^1\Omega(k,\varphi)\,dk=-1 .$$

By the fundamental theorem of calculus and the shift at $k=0$,

$$\int_0^1\Omega(k,\varphi)\,dk=\int_0^1\frac{dM}{dk}\,dk=M(1)-M(0)=-1 .$$

The fundamental theorem requires an integrable derivative. The proof takes a set $s$ that serves for all $|k|\le1$ and shows in `hcont` that the corresponding finite sum is continuous, which uses the continuity of $f'$. On $[0,1]$ this sum equals the curvature, and `hint` records the resulting integrability. The final lines apply the fundamental theorem and `meanSite_add_one`.

```lean
/-- For a normalised C¹ envelope of compact support, the Berry curvature of the sliding
state integrates to `-2π` over `0 ≤ k ≤ 1`, `0 ≤ φ ≤ 2π`. -/
theorem integral_curvature (hf : ContDiff ℝ 1 f) (hc : HasCompactSupport f)
    (hn : ∀ k : ℝ, ∑' n : ℤ, ‖f (k + n)‖ ^ 2 = 1) :
    ∫ φ in (0 : ℝ)..(2 * π), ∫ k in (0 : ℝ)..1, berryCurvature (slidingState f) k φ
      = -2 * π := by
  simp only [integral_curvature_k hf hc hn, intervalIntegral.integral_const, smul_eq_mul]
  ring

end

end SlidingPotentialPump
```

The double integral is written as an iterated one, with $k$ on the inside:

$$\int_0^{2\pi}\!\left(\int_0^1\Omega(k,\varphi)\,dk\right)d\varphi
=\int_0^{2\pi}(-1)\,d\varphi=-2\pi .$$

The `simp only` step replaces the inner integral by $-1$ and integrates the constant, and `ring` finishes the arithmetic. Dividing by $2\pi$ gives $-1$, which is the Chern number in this sign convention when the edges of the cell are identified by the relabelling of sites and a phase; that identification is a geometric reading added here to the integral.

```lean
#print axioms SlidingPotentialPump.integral_curvature
```

```
'SlidingPotentialPump.integral_curvature' depends on axioms: [propext, Classical.choice, Quot.sound]
```
